# Positivity and the two-step recurrence of radial Gaussian moments

The radial moment `moment a n` is the integral of rⁿ exp(−a r²) over r > 0, the kind of integral that arises with Gaussian orbitals; it has no normalising constant and no angular factor. For real a > 0 and every natural number n, the theorem states that this moment is positive and that 2a times the moment of order n + 2 equals n + 1 times the moment of order n. The attempt first writes the moment in closed form through the Gamma function, using a Mathlib integral formula with real exponents. Positivity then follows from that of the Gamma function, and the recurrence from Γ(s + 1) = s Γ(s) with s = (n + 1)/2.

An attempt in Lean 4 with a fault in it:

```lean
import Mathlib

open MeasureTheory Set

namespace MomentPosAndRec

noncomputable section

/-- The radial Gaussian moment: the integral of `r^n exp(-a r²)` over `r > 0`, for `a > 0`. -/
def moment (a : ℝ) (n : ℕ) : ℝ := ∫ r in Ioi (0 : ℝ), r ^ n * Real.exp (-a * r ^ 2)

/-- For `a > 0` the radial moments are positive, and raising the power of `r` by two
multiplies them by `(n+1)/(2a)`. -/
theorem moment_pos_and_rec {a : ℝ} (ha : 0 < a) (n : ℕ) :
    0 < moment a n ∧ 2 * a * moment a (n + 2) = (n + 1) * moment a n := by
  -- closed form through the Gamma function
  have key : ∀ n : ℕ, moment a n =
      a ^ (-((n : ℝ) + 1) / 2) * (1 / 2) * Real.Gamma (((n : ℝ) + 1) / 2) := by
    intro n
    have hn : (-1 : ℝ) < n := by
      have : (0 : ℝ) ≤ n := Nat.cast_nonneg n
      linarith
    have h := Real.integral_rpow_mul_exp_neg_mul_rpow (p := 2) (q := n) two_pos hn ha
    simpa only [Real.rpow_natCast, Real.rpow_two, moment] using h
  constructor
  · rw [key]
    have := Real.Gamma_pos_of_pos (show 0 < ((n : ℝ) + 1) / 2 by positivity)
    positivity
  · have h1 : -(((n + 2 : ℕ) : ℝ) + 1) / 2 = -((n : ℝ) + 1) / 2 - 1 := by
      push_cast; ring
    have h2 : (((n + 2 : ℕ) : ℝ) + 1) / 2 = ((n : ℝ) + 1) / 2 + 1 := by
      push_cast; ring
    rw [key (n + 2), key n, h1, h2, Real.rpow_sub_one ha.ne',
      Real.Gamma_add_one (by positivity)]
    generalize a ^ (-((n : ℝ) + 1) / 2) = p
    generalize Real.Gamma (((n : ℝ) + 1) / 2) = g
    have h3 : a * (p / a) = p := by field_simp
    linear_combination (((n : ℝ) + 1) / 2 * g) * h3

end

end MomentPosAndRec
```

Lean reports:

```
Main.lean:23:14: error(lean.unknownIdentifier): Unknown constant `Real.integral_rpow_mul_exp_neg_mul_rpow`
```

After these edits no error is left:

```diff
@@ -21,5 +21,5 @@
       have : (0 : ℝ) ≤ n := Nat.cast_nonneg n
       linarith
-    have h := Real.integral_rpow_mul_exp_neg_mul_rpow (p := 2) (q := n) two_pos hn ha
+    have h := integral_rpow_mul_exp_neg_mul_rpow (p := 2) (q := n) two_pos hn ha
     simpa only [Real.rpow_natCast, Real.rpow_two, moment] using h
   constructor
```

Cause. The message says that no constant called `Real.integral_rpow_mul_exp_neg_mul_rpow` exists. The integral formula is in Mathlib, but its name does not carry the `Real.` prefix, although it concerns real integrals and neighbouring lemmas in the proof, such as `Real.rpow_natCast` and `Real.Gamma_add_one`, do carry it. Because the name was written with the prefix, Lean could not find the lemma, and the step that introduces `h` failed.

The diff removes the prefix and changes nothing else. The name then resolves, and the lemma accepts the same arguments: the exponents `p := 2` and `q := n`, and the proofs that 2 is positive, that n exceeds −1 and that a is positive. The `simpa` that follows turns the real powers into natural ones and unfolds `moment`, which gives the closed form `key`. The mathematics of the proof needed no change.
